# At fixed momentum scale Q > 0, the normalised triangle mass term tends to 1 for a heavy fermion and to 0 for a light one

## Does an infinitely heavy regulator leave anything behind?

In the triangle loop that joins an axial current to two on-shell photons, with spacelike momentum of scale $Q>0$ entering at the axial vertex, the fermion's normalised mass term contributes $2m^2/(m^2+xyQ^2)$ at Feynman parameters $x,y$. At the single point $x=y=\tfrac13$ this is $2m^2/(m^2+Q^2/9)$, which goes to $2$ for large $m$ and to $0$ for small $m$. So a heavy regulator doesn't decouple here. But on the edges $x=0$ and $y=0$ the value is $2$ for every $m>0$. Does the light fermion's term really vanish after integration, and does it matter which mass I send to its limit first?

## The edges carry no area, and the order of limits is irrelevant

It does vanish, and the order doesn't matter. Let $m>0$ be the fermion mass, and let $Q^2=-q^2$, where $q$ is the momentum entering at the axial vertex and the photons are on shell. Define

$$J(m)=\int_{x,y\ge0,\;x+y\le1}\frac{2m^2}{m^2+xyQ^2}\,dx\,dy .$$

In a Pauli–Villars calculation, one contracts the subtracted loop with $q$. This leaves $2m$ times the pseudoscalar triangle, minus the same expression with the regulator mass $M$. The trace supplies another factor of the mass, and the loop integral supplies the inverse denominator. With the common coupling and tensor factors removed, the result is $J(m)-J(M)$.

**Heavy fermion.** The triangle has area $\int_0^1(1-x)\,dx=\tfrac12$, and

$$\int xy\,dx\,dy=\int_0^1\frac{x(1-x)^2}{2}\,dx=\frac14-\frac13+\frac18=\frac1{24}.$$

So $xy$ has mean $\tfrac1{12}$, and the denominator $a=m^2+xyQ^2$ has mean $c=m^2+Q^2/12$. Since

$$\frac1a-\left(\frac2c-\frac a{c^2}\right)=\frac{(a-c)^2}{ac^2}\ge0,$$

and $\int a\,dx\,dy=c/2$, integration gives

$$J(m)\ge2m^2\left(\frac1c-\frac1{2c}\right)=\frac{m^2}{c}=\frac{12m^2}{12m^2+Q^2}.$$

The integrand is at most $2$, so $J(m)\le1$. The lower bound equals $1-Q^2/(12m^2+Q^2)$, which tends to $1$ as $m\to\infty$, and so does $J$.

**Light fermion.** Where $xy>0$, the integrand tends to $0$ as $m\to0^+$. The edges have zero area, and the constant $2$ dominates the integrand, so dominated convergence gives $J(m)\to0$.

Hence $J(m)-J(M)\to0-1=-1$. At $Q=0$ the integrand is $2$ everywhere and $J(m)=1$ for all $m>0$, so the light limit needs $Q\ne0$.

In Lean, `feynmanTriangle` is the closed triangle in the plane, and `massTerm Q m` is $J(m)$ as a two-dimensional Lebesgue integral. `massTerm_limits` assumes `0 < Q`; `atTop` means $m\to\infty$, and `𝓝[>] 0` means $m\to0$ from above. In `pauliVillars_difference`, the product filter sends both masses to their limits jointly: the difference is close to $-1$ whenever $m$ is small enough and $M$ large enough, whatever their relative rate.

The theorems concern this integral. The reduction of the diagram to $J$ is the physical input, so they give the regulator's contribution to the one-loop QED axial anomaly only for on-shell photons and spacelike $q$, and not the operator identity for the current.

```lean
import Mathlib

open MeasureTheory Filter Set
open scoped Topology

namespace AnomalyRegulator

noncomputable section

/-- The triangle of Feynman parameters `x, y ≥ 0`, `x + y ≤ 1`. -/
def feynmanTriangle : Set (ℝ × ℝ) := {p | 0 ≤ p.1 ∧ 0 ≤ p.2 ∧ p.1 + p.2 ≤ 1}

/-- A Feynman-parameter integral in real `Q` and `m`. For `m > 0` it models the normalised mass term
`J` of a fermion of mass `m` in the axial triangle loop with two on-shell photons, where
`Q ^ 2 = -q ^ 2 ≥ 0` and `q` is the momentum entering at the axial vertex. -/
def massTerm (Q m : ℝ) : ℝ :=
  ∫ p in feynmanTriangle, 2 * m ^ 2 / (m ^ 2 + p.1 * p.2 * Q ^ 2)

/-- The Feynman triangle is compact. -/
theorem isCompact_feynmanTriangle : IsCompact feynmanTriangle := by
  have hc : IsClosed feynmanTriangle :=
    (isClosed_le continuous_const continuous_fst).inter
      ((isClosed_le continuous_const continuous_snd).inter
        (isClosed_le (continuous_fst.add continuous_snd) continuous_const))
  refine IsCompact.of_isClosed_subset
    ((isCompact_Icc (a := (0 : ℝ)) (b := 1)).prod (isCompact_Icc (a := (0 : ℝ)) (b := 1))) hc ?_
  rintro p ⟨h1, h2, h3⟩
  exact ⟨⟨h1, by linarith⟩, ⟨h2, by linarith⟩⟩

/-- For a function continuous on the Feynman triangle, the integral over the triangle is the
iterated integral over `0 ≤ x ≤ 1` and `0 ≤ y ≤ 1 - x`. -/
theorem integral_feynmanTriangle (f : ℝ × ℝ → ℝ) (hf : ContinuousOn f feynmanTriangle) :
    ∫ p in feynmanTriangle, f p = ∫ x in (0 : ℝ)..1, ∫ y in (0 : ℝ)..(1 - x), f (x, y) := by
  have hm := isCompact_feynmanTriangle.measurableSet
  have hint : Integrable (feynmanTriangle.indicator f) (volume : Measure (ℝ × ℝ)) :=
    (integrable_indicator_iff hm).2 (hf.integrableOn_compact isCompact_feynmanTriangle)
  have hprod : ∫ p, feynmanTriangle.indicator f p
      = ∫ x, ∫ y, feynmanTriangle.indicator f (x, y) := integral_prod _ hint
  rw [← integral_indicator hm, hprod, intervalIntegral.integral_of_le zero_le_one,
    ← integral_Icc_eq_integral_Ioc, ← integral_indicator measurableSet_Icc]
  congr 1
  funext x
  by_cases hx : x ∈ Icc (0 : ℝ) 1
  · rw [indicator_of_mem hx, intervalIntegral.integral_of_le (by linarith [hx.2]),
      ← integral_Icc_eq_integral_Ioc, ← integral_indicator measurableSet_Icc]
    congr 1
    funext y
    by_cases hy : y ∈ Icc (0 : ℝ) (1 - x)
    · have h : (x, y) ∈ feynmanTriangle := ⟨hx.1, hy.1, by linarith [hy.2]⟩
      rw [indicator_of_mem h, indicator_of_mem hy]
    · have h : (x, y) ∉ feynmanTriangle := fun h => hy ⟨h.2.1, by linarith [h.2.2]⟩
      rw [indicator_of_notMem h, indicator_of_notMem hy]
  · have h : ∀ y, feynmanTriangle.indicator f (x, y) = 0 := fun y =>
      indicator_of_notMem (fun h => hx ⟨h.1, by linarith [h.2.1, h.2.2]⟩) f
    rw [indicator_of_notMem hx]
    simp only [h, integral_zero]

/-- The Feynman triangle has area `1/2`, and the integral of `x y` over it is `1/24`. -/
theorem triangle_moments :
    ∫ _p in feynmanTriangle, (1 : ℝ) = 1 / 2 ∧
      ∫ p in feynmanTriangle, p.1 * p.2 = 1 / 24 := by
  constructor
  · rw [integral_feynmanTriangle (fun _ => 1) continuousOn_const]
    have hin : ∀ x : ℝ, ∫ _y in (0 : ℝ)..(1 - x), (1 : ℝ) = 1 - x := fun x => by simp
    simp only [hin]
    rw [intervalIntegral.integral_eq_sub_of_hasDerivAt (f := fun x : ℝ => x - x ^ 2 / 2)
      (fun x _ => ((hasDerivAt_id' x).fun_sub ((hasDerivAt_pow 2 x).div_const 2)).congr_deriv
        (by norm_num))
      (Continuous.intervalIntegrable (by fun_prop) _ _)]
    norm_num
  · rw [integral_feynmanTriangle (fun p => p.1 * p.2) (Continuous.continuousOn (by fun_prop))]
    have hin : ∀ x : ℝ, ∫ y in (0 : ℝ)..(1 - x), x * y = x * ((1 - x) ^ 2 / 2) := fun x => by
      rw [intervalIntegral.integral_const_mul, integral_id]
      ring
    simp only [hin]
    rw [intervalIntegral.integral_eq_sub_of_hasDerivAt
      (f := fun x : ℝ => x ^ 2 / 4 - x ^ 3 / 3 + x ^ 4 / 8)
      (fun x _ => ((((hasDerivAt_pow 2 x).div_const 4).fun_sub
        ((hasDerivAt_pow 3 x).div_const 3)).fun_add
        ((hasDerivAt_pow 4 x).div_const 8)).congr_deriv (by norm_num; ring))
      (Continuous.intervalIntegrable (by fun_prop) _ _)]
    norm_num

/-- For `m > 0` the integrand of the mass term is integrable over the Feynman triangle. -/
theorem integrableOn_massTerm (Q : ℝ) {m : ℝ} (hm : 0 < m) :
    IntegrableOn (fun p : ℝ × ℝ => 2 * m ^ 2 / (m ^ 2 + p.1 * p.2 * Q ^ 2))
      feynmanTriangle := by
  refine ContinuousOn.integrableOn_compact isCompact_feynmanTriangle ?_
  refine ContinuousOn.div continuousOn_const (Continuous.continuousOn (by fun_prop)) ?_
  rintro p ⟨h1, h2, _⟩
  positivity

/-- The mass term does not decrease when the positive fermion mass grows. -/
theorem massTerm_mono (Q : ℝ) {m M : ℝ} (hm : 0 < m) (hmM : m ≤ M) :
    massTerm Q m ≤ massTerm Q M := by
  have hM : 0 < M := hm.trans_le hmM
  refine setIntegral_mono_on (integrableOn_massTerm Q hm) (integrableOn_massTerm Q hM)
    isCompact_feynmanTriangle.measurableSet ?_
  rintro p ⟨h1, h2, _⟩
  have hs : 0 ≤ p.1 * p.2 * Q ^ 2 := by positivity
  have hsq : m ^ 2 ≤ M ^ 2 := by gcongr
  have h := mul_le_mul_of_nonneg_right hsq hs
  rw [div_le_div_iff₀ (by positivity) (by positivity)]
  linarith

/-- For every mass `m > 0` the mass term lies between `12 m² / (12 m² + Q²)` and `1`. -/
theorem massTerm_bounds (Q : ℝ) {m : ℝ} (hm : 0 < m) :
    12 * m ^ 2 / (12 * m ^ 2 + Q ^ 2) ≤ massTerm Q m ∧ massTerm Q m ≤ 1 := by
  have hT := isCompact_feynmanTriangle.measurableSet
  have i1 : IntegrableOn (fun _ : ℝ × ℝ => (1 : ℝ)) feynmanTriangle :=
    continuousOn_const.integrableOn_compact isCompact_feynmanTriangle
  have i2 : IntegrableOn (fun p : ℝ × ℝ => p.1 * p.2) feynmanTriangle :=
    (Continuous.continuousOn (by fun_prop)).integrableOn_compact isCompact_feynmanTriangle
  obtain ⟨area, moment⟩ := triangle_moments
  constructor
  · -- `c` is the mean denominator; `1/a` lies above its tangent at `c`
    obtain ⟨c, hc⟩ : ∃ c, c = m ^ 2 + Q ^ 2 / 12 := ⟨_, rfl⟩
    have hc0 : 0 < c := by rw [hc]; positivity
    have tangent : ∀ a : ℝ, 0 < a → 2 / c - a / c ^ 2 ≤ 1 / a := fun a ha => by
      have h : 1 / a - (2 / c - a / c ^ 2) = (a - c) ^ 2 / (a * c ^ 2) := by
        field_simp
        ring
      have h' : 0 ≤ (a - c) ^ 2 / (a * c ^ 2) := by positivity
      linarith
    obtain ⟨A, hA⟩ : ∃ A, A = 2 * m ^ 2 * (2 / c - m ^ 2 / c ^ 2) := ⟨_, rfl⟩
    obtain ⟨B, hB⟩ : ∃ B, B = -(2 * m ^ 2 * Q ^ 2 / c ^ 2) := ⟨_, rfl⟩
    have hlin : ∫ p in feynmanTriangle, (A * 1 + B * (p.1 * p.2)) = A / 2 + B / 24 := by
      rw [integral_add (i1.const_mul A) (i2.const_mul B), integral_const_mul,
        integral_const_mul, area, moment]
      ring
    have hval : A / 2 + B / 24 = 12 * m ^ 2 / (12 * m ^ 2 + Q ^ 2) := by
      have hQ : Q ^ 2 = 12 * (c - m ^ 2) := by rw [hc]; ring
      have hd : 12 * m ^ 2 + Q ^ 2 = 12 * c := by rw [hc]; ring
      rw [hd, hA, hB, hQ]
      field_simp
      ring
    rw [← hval, ← hlin]
    refine setIntegral_mono_on ((i1.const_mul A).add (i2.const_mul B))
      (integrableOn_massTerm Q hm) hT ?_
    rintro p ⟨h1, h2, _⟩
    have ha : 0 < m ^ 2 + p.1 * p.2 * Q ^ 2 := by positivity
    calc A * 1 + B * (p.1 * p.2)
        = 2 * m ^ 2 * (2 / c - (m ^ 2 + p.1 * p.2 * Q ^ 2) / c ^ 2) := by rw [hA, hB]; ring
      _ ≤ 2 * m ^ 2 * (1 / (m ^ 2 + p.1 * p.2 * Q ^ 2)) :=
          mul_le_mul_of_nonneg_left (tangent _ ha) (by positivity)
      _ = 2 * m ^ 2 / (m ^ 2 + p.1 * p.2 * Q ^ 2) := by ring
  · have htwo : ∫ _p in feynmanTriangle, (2 : ℝ) * 1 = 1 := by
      rw [integral_const_mul, area]
      norm_num
    rw [← htwo]
    refine setIntegral_mono_on (integrableOn_massTerm Q hm) (i1.const_mul 2) hT ?_
    rintro p ⟨h1, h2, _⟩
    have hs : 0 ≤ p.1 * p.2 * Q ^ 2 := by positivity
    rw [div_le_iff₀ (by positivity)]
    linarith

/-- At fixed `Q > 0` the mass term tends to `1` for an infinitely heavy fermion and to `0`
as the mass tends to zero from above. -/
theorem massTerm_limits {Q : ℝ} (hQ : 0 < Q) :
    Tendsto (massTerm Q) atTop (𝓝 1) ∧ Tendsto (massTerm Q) (𝓝[>] 0) (𝓝 0) := by
  constructor
  · -- heavy fermion: squeeze between the explicit bounds
    have hden : Tendsto (fun m : ℝ => 12 * m ^ 2 + Q ^ 2) atTop atTop :=
      tendsto_atTop_add_const_right _ _
        ((tendsto_pow_atTop two_ne_zero).const_mul_atTop (by norm_num))
    have hlow : Tendsto (fun m : ℝ => 1 - Q ^ 2 / (12 * m ^ 2 + Q ^ 2)) atTop (𝓝 1) := by
      simpa using (hden.const_div_atTop (Q ^ 2)).const_sub 1
    refine tendsto_of_tendsto_of_tendsto_of_le_of_le' hlow tendsto_const_nhds ?_ ?_
    · filter_upwards [eventually_gt_atTop 0] with m hm
      have h : 1 - Q ^ 2 / (12 * m ^ 2 + Q ^ 2) = 12 * m ^ 2 / (12 * m ^ 2 + Q ^ 2) := by
        have hd : 12 * m ^ 2 + Q ^ 2 ≠ 0 := by positivity
        rw [eq_div_iff hd, sub_mul, div_mul_cancel₀ _ hd]
        ring
      rw [h]
      exact (massTerm_bounds Q hm).1
    · filter_upwards [eventually_gt_atTop 0] with m hm
      exact (massTerm_bounds Q hm).2
  · -- light fermion: the edges `x = 0` and `y = 0` have measure zero
    have hT := isCompact_feynmanTriangle.measurableSet
    have hx0 : ∀ᵐ p : ℝ × ℝ, p.1 ≠ 0 := by
      have h : {p : ℝ × ℝ | ¬ p.1 ≠ 0} = {0} ×ˢ univ := by ext ⟨a, b⟩; simp
      rw [ae_iff, h, Measure.volume_eq_prod, Measure.prod_prod]
      simp
    have hy0 : ∀ᵐ p : ℝ × ℝ, p.2 ≠ 0 := by
      have h : {p : ℝ × ℝ | ¬ p.2 ≠ 0} = univ ×ˢ {0} := by ext ⟨a, b⟩; simp
      rw [ae_iff, h, Measure.volume_eq_prod, Measure.prod_prod]
      simp
    have key : Tendsto (massTerm Q) (𝓝[>] 0)
        (𝓝 (∫ _p in feynmanTriangle, (0 : ℝ))) := by
      refine tendsto_integral_filter_of_dominated_convergence (fun _ => (2 : ℝ)) ?_ ?_
        (continuousOn_const.integrableOn_compact isCompact_feynmanTriangle) ?_
      · filter_upwards [self_mem_nhdsWithin] with m hm
        exact (integrableOn_massTerm Q hm).aestronglyMeasurable
      · filter_upwards [self_mem_nhdsWithin] with m hm
        have hm' : 0 < m := hm
        filter_upwards [ae_restrict_mem hT] with p hp
        obtain ⟨h1, h2, _⟩ := hp
        have hs : 0 ≤ p.1 * p.2 * Q ^ 2 := by positivity
        rw [Real.norm_of_nonneg (by positivity), div_le_iff₀ (by positivity)]
        linarith
      · filter_upwards [ae_restrict_mem hT, ae_restrict_of_ae hx0, ae_restrict_of_ae hy0]
          with p hp hx hy
        have h1 : 0 < p.1 := lt_of_le_of_ne hp.1 hx.symm
        have h2 : 0 < p.2 := lt_of_le_of_ne hp.2.1 hy.symm
        have hne : (0 : ℝ) ^ 2 + p.1 * p.2 * Q ^ 2 ≠ 0 := by positivity
        have hc : ContinuousAt (fun m : ℝ => 2 * m ^ 2 / (m ^ 2 + p.1 * p.2 * Q ^ 2)) 0 :=
          ContinuousAt.div (by fun_prop) (by fun_prop) hne
        have ht : Tendsto (fun m : ℝ => 2 * m ^ 2 / (m ^ 2 + p.1 * p.2 * Q ^ 2))
            (𝓝 0) (𝓝 0) := by simpa using hc.tendsto
        exact ht.mono_left nhdsWithin_le_nhds
    simpa using key

/-- At fixed `Q > 0`, the mass term of a fermion minus that of its Pauli–Villars regulator
tends to `-1` when the fermion mass goes to zero from above and the regulator mass to
infinity, jointly and at any relative rate. -/
theorem pauliVillars_difference {Q : ℝ} (hQ : 0 < Q) :
    Tendsto (fun p : ℝ × ℝ => massTerm Q p.1 - massTerm Q p.2)
      ((𝓝[>] 0) ×ˢ atTop) (𝓝 (-1)) := by
  have h := ((massTerm_limits hQ).2.comp
    (tendsto_fst (f := 𝓝[>] (0 : ℝ)) (g := (atTop : Filter ℝ)))).sub
    ((massTerm_limits hQ).1.comp
      (tendsto_snd (f := 𝓝[>] (0 : ℝ)) (g := (atTop : Filter ℝ))))
  rw [zero_sub] at h
  exact h

end

end AnomalyRegulator
```

```lean
#print axioms AnomalyRegulator.massTerm_mono
#print axioms AnomalyRegulator.massTerm_limits
#print axioms AnomalyRegulator.pauliVillars_difference
```

```
'AnomalyRegulator.massTerm_mono' depends on axioms: [propext, Classical.choice, Quot.sound]
'AnomalyRegulator.massTerm_limits' depends on axioms: [propext, Classical.choice, Quot.sound]
'AnomalyRegulator.pauliVillars_difference' depends on axioms: [propext, Classical.choice, Quot.sound]
```

`isCompact_feynmanTriangle` and `integrableOn_massTerm` supply integrability: the integrand is continuous on a compact set. `integral_feynmanTriangle` applies Fubini's theorem, and `triangle_moments` evaluates the two iterated integrals with antiderivatives.

In `massTerm_bounds`, `tangent` is the inequality for $1/a$ above. The constants `A` and `B` write the tangent bound as $A+Bxy$, so that the two moments integrate it; `setIntegral_mono_on` then compares the integrals. `massTerm_mono` separately shows that $J$ does not decrease with mass, by cross-multiplying the integrands; the limits don't use it.

The first half of `massTerm_limits` is the squeeze. In the second, `hx0` and `hy0` say that almost every point lies off the lines $x=0$ and $y=0$. At such a point the integrand is continuous in $m$ at $0$, which gives the pointwise limit for dominated convergence. The last theorem composes the two limits with the projections onto $m$ and $M$ and subtracts.
